# The Matsubara Green's function of one fermionic level is $1/(i\omega_n - e)$

## Question

A formal statement about the Matsubara Green's function has to decide first what $G(\tau)$ is: a thermal average of Fock-space operators, or the explicit function that this average gives for a free level. I am content with the second. For $\beta > 0$, a real level energy $e$ measured from the chemical potential, an integer $n$ and $\omega_n = (2n+1)\pi/\beta$, the claim is

$$\int_0^\beta e^{i\omega_n\tau}\,G(\tau)\,d\tau = \frac{1}{i\omega_n - e}, \qquad G(\tau) = -\frac{e^{-e\tau}}{1 + e^{-\beta e}}.$$

How can this be stated and proved in Lean 4 with Mathlib? Are the odd frequencies really needed, and does it extend to several levels?

## Answer

### Modelling choices

$G$ is taken as the explicit real function `fermionG β e τ`. The textbook result includes the step from the time-ordered average $-\langle T_\tau\, c(\tau)c^\dagger(0)\rangle$ to $-(1-n_F)e^{-e\tau}$ with $1 - n_F = 1/(1+e^{-\beta e})$; here that expression is the definition. Units are $\hbar = k_B = 1$, and $e$ is read as measured from the chemical potential. Only the interval $[0,\beta]$ enters, where the formula at the endpoints stands for the limits $G(0^+)$ and $G(\beta^-)$.

The transform `matsubara β w G` is the interval integral $\hat G(w) = \int_0^\beta e^{iw\tau}G(\tau)\,d\tau$ of a complex function, for an arbitrary real $w$. This fixes the sign of the phase and leaves no factor $1/\beta$ in front. `fermionFreq β n` is $(2n+1)\pi/\beta$ and `bosonFreq β n` is $2n\pi/\beta$, with $n$ of either sign.

For several levels the index type `ι` labels a finite orthonormal one-particle basis. The Hamiltonian is given through its spectral data, `hamiltonian U ε` $= U\,\mathrm{diag}(\varepsilon_k)\,U^\dagger$ with $U$ in `Matrix.unitaryGroup ι ℂ` and real $\varepsilon_k$. The propagator `greenMatrix β U ε τ` is defined as $U\,\mathrm{diag}(G_k(\tau))\,U^\dagger$, where $G_k$ is $G$ at energy $\varepsilon_k$, and `matsubaraMatrix` transforms it entry by entry.

For non-interacting fermions in a finite orthonormal basis, the matrix result is the free propagator $G_0(i\omega_n) = (i\omega_n - H)^{-1}$ that enters the Dyson equation of finite-temperature Green's function methods, for instance with $H = F - \mu$, where $F$ is a fixed mean-field matrix and $\mu$ the chemical potential.

### Derivation by hand

Phase and decay combine into $e^{c\tau}$ with $c = iw - e$. For $c \neq 0$ the integral is $(e^{c\beta}-1)/c$, so

$$(iw - e)\int_0^\beta e^{iw\tau}e^{-e\tau}\,d\tau = e^{iw\beta}e^{-\beta e} - 1 .$$

For $c = 0$ both sides vanish, so this form holds for all real $w$ and $e$. Write $E = e^{-\beta e} > 0$ and multiply by $-1/(1+E)$:

$$(iw - e)\,\hat G(w) = \frac{1 - e^{iw\beta}E}{1 + E}.$$

The right side equals $1$ iff $1 - e^{iw\beta}E = 1 + E$, and since $E \ne 0$ this means $e^{iw\beta} = -1$. Because $-1 = e^{i\pi}$, this holds iff $iw\beta = i\pi + 2\pi i n$ for some integer $n$, that is $w = (2n+1)\pi/\beta$. At such a frequency $(i\omega_n - e)\hat G(\omega_n) = 1$. A factor of a product equal to $1$ is nonzero, and division gives the claim. At the ends of the interval, $G(0) + G(\beta) = -(1+E)/(1+E) = -1$.

For a boson the denominator is $1 - E$, nonzero when $\beta e \neq 0$, and at $\omega = 2n\pi/\beta$ the phase $e^{i\omega\beta}$ is $+1$. Then $(i\omega - e)\hat G = -(E - 1)/(1 - E) = 1$.

For finitely many fermionic levels with weights $c_k$, the integral of the sum is the sum of the integrals, $\sum_k c_k/(i\omega_n - \varepsilon_k)$. The entry $(i,j)$ of $U\,\mathrm{diag}(d)\,U^\dagger$ is $\sum_k U_{ik}(U^\dagger)_{kj}\,d_k$, so the transformed matrix is $U\,\mathrm{diag}\big(1/(i\omega_n - \varepsilon_k)\big)U^\dagger$. With $UU^\dagger = 1$ one has $z - H = U\,\mathrm{diag}(z - \varepsilon_k)\,U^\dagger$, and with $U^\dagger U = 1$,

$$(z - H)\,U\,\mathrm{diag}\!\left(\tfrac{1}{z-\varepsilon_k}\right)U^\dagger = U\,\mathrm{diag}(z-\varepsilon_k)\,\mathrm{diag}\!\left(\tfrac{1}{z-\varepsilon_k}\right)U^\dagger = UU^\dagger = 1$$

whenever $z \neq \varepsilon_k$ for all $k$. The choice $z = i\omega_n$ meets this condition.

### The file

```lean
import Mathlib

open Complex (I)
open Matrix
open scoped Real

namespace MatsubaraLevel

noncomputable section

/-- Fermionic Matsubara frequency `(2n+1)π/β`. -/
def fermionFreq (β : ℝ) (n : ℤ) : ℝ := (2 * (n : ℝ) + 1) * π / β

/-- Bosonic Matsubara frequency `2nπ/β`. -/
def bosonFreq (β : ℝ) (n : ℤ) : ℝ := 2 * (n : ℝ) * π / β

/-- Imaginary-time Green's function on `[0, β]` of a fermionic level of energy `e`. -/
def fermionG (β e τ : ℝ) : ℝ := -Real.exp (-e * τ) / (1 + Real.exp (-β * e))

/-- Imaginary-time Green's function on `[0, β]` of a bosonic level of energy `e`. -/
def bosonG (β e τ : ℝ) : ℝ := -Real.exp (-e * τ) / (1 - Real.exp (-β * e))

/-- Transform of an imaginary-time function to frequency `w`:
the integral of `exp(i w τ) G(τ)` over `[0, β]`. -/
def matsubara (β w : ℝ) (G : ℝ → ℂ) : ℂ :=
  ∫ τ in (0 : ℝ)..β, Complex.exp (I * w * τ) * G τ

/-- The boundary values of the fermionic Green's function satisfy `G(0) + G(β) = -1`. -/
theorem fermionG_boundary (β e : ℝ) : fermionG β e 0 + fermionG β e β = -1 := by
  have hpos : 0 < 1 + Real.exp (-β * e) := by positivity
  have hsw : -e * β = -β * e := by ring
  unfold fermionG
  rw [hsw, mul_zero, Real.exp_zero, ← add_div, div_eq_iff hpos.ne']
  ring

/-- For any real frequency `w`, `(i w - e)` times the integral of `exp(i w τ) exp(-e τ)`
over `[0, β]` equals `exp(i w β) exp(-β e) - 1`. -/
theorem phase_decay_integral (β w e : ℝ) :
    (I * w - e) * ∫ τ in (0 : ℝ)..β, Complex.exp (I * w * τ) * (Real.exp (-e * τ) : ℂ)
      = Complex.exp (I * w * β) * (Real.exp (-β * e) : ℂ) - 1 := by
  -- phase and decay combine into one exponential with rate `i w - e`
  have key : ∀ τ : ℝ, Complex.exp (I * w * τ) * (Real.exp (-e * τ) : ℂ)
      = Complex.exp ((I * w - e) * τ) := by
    intro τ
    rw [Complex.ofReal_exp, ← Complex.exp_add]
    congr 1
    push_cast
    ring
  have hend : Complex.exp (I * w * β) * (Real.exp (-β * e) : ℂ)
      = Complex.exp ((I * w - e) * β) := by
    rw [Complex.ofReal_exp, ← Complex.exp_add]
    congr 1
    push_cast
    ring
  rw [hend]
  simp only [key]
  generalize I * (w : ℂ) - (e : ℂ) = c
  by_cases hc : c = 0
  · simp [hc]
  · have hcancel : ∀ x : ℂ, c * (x / c) = x := fun x => by field_simp
    rw [integral_exp_mul_complex hc, hcancel]
    simp

/-- For any real frequency `w`, `(i w - e)` times the transform of the fermionic Green's
function equals `(1 - exp(i w β) exp(-β e)) / (1 + exp(-β e))`. -/
theorem fermion_transform_general (β w e : ℝ) :
    (I * w - e) * matsubara β w (fun τ => (fermionG β e τ : ℂ))
      = (1 - Complex.exp (I * w * β) * (Real.exp (-β * e) : ℂ))
          / (1 + (Real.exp (-β * e) : ℂ)) := by
  have hint : ∀ τ : ℝ, Complex.exp (I * w * τ) * (fermionG β e τ : ℂ)
      = (-(1 + (Real.exp (-β * e) : ℂ))⁻¹)
          * (Complex.exp (I * w * τ) * (Real.exp (-e * τ) : ℂ)) := by
    intro τ
    unfold fermionG
    simp only [Complex.ofReal_div, Complex.ofReal_neg, Complex.ofReal_add, Complex.ofReal_one]
    ring
  have h := phase_decay_integral β w e
  simp only [matsubara, hint]
  rw [intervalIntegral.integral_const_mul]
  linear_combination (-(1 + (Real.exp (-β * e) : ℂ))⁻¹) * h

/-- For `β > 0`, the phase `exp(i w β)` equals `-1` exactly when `w` is a fermionic
Matsubara frequency. -/
theorem phase_eq_neg_one_iff {β : ℝ} (hβ : 0 < β) (w : ℝ) :
    Complex.exp (I * w * β) = -1 ↔ ∃ n : ℤ, w = fermionFreq β n := by
  rw [← Complex.exp_pi_mul_I, Complex.exp_eq_exp_iff_exists_int]
  constructor
  · rintro ⟨n, hn⟩
    refine ⟨n, ?_⟩
    have h1 : ((w * β : ℝ) : ℂ) = (((2 * (n : ℝ) + 1) * π : ℝ) : ℂ) := by
      apply mul_left_cancel₀ Complex.I_ne_zero
      push_cast
      linear_combination hn
    rw [fermionFreq, eq_div_iff hβ.ne']
    exact Complex.ofReal_injective h1
  · rintro ⟨n, hn⟩
    refine ⟨n, ?_⟩
    rw [fermionFreq, eq_div_iff hβ.ne'] at hn
    have h1 : (w : ℂ) * (β : ℂ) = (2 * (n : ℂ) + 1) * (π : ℂ) := by exact_mod_cast hn
    linear_combination I * h1

/-- For `β > 0`, `(i w - e)` times the transform of the fermionic Green's function equals `1`
exactly when `w` is a fermionic Matsubara frequency. -/
theorem fermion_transform_iff {β : ℝ} (hβ : 0 < β) (w e : ℝ) :
    (I * w - e) * matsubara β w (fun τ => (fermionG β e τ : ℂ)) = 1
      ↔ ∃ n : ℤ, w = fermionFreq β n := by
  rw [fermion_transform_general, ← phase_eq_neg_one_iff hβ]
  have hE := Real.exp_pos (-β * e)
  generalize Real.exp (-β * e) = E at hE ⊢
  have hE' : (E : ℂ) ≠ 0 := by exact_mod_cast hE.ne'
  have hD : (1 + (E : ℂ)) ≠ 0 := by
    have h : (1 + E) ≠ 0 := (by linarith : (0 : ℝ) < 1 + E).ne'
    exact_mod_cast h
  rw [div_eq_iff hD]
  constructor
  · intro h
    apply mul_right_cancel₀ hE'
    linear_combination -h
  · intro h
    rw [h]
    ring

/-- Matsubara Green's function of one fermionic level: for `β > 0` and `ω = (2n+1)π/β`,
`i ω - e` is nonzero and the transform of `G(τ)` equals `1 / (i ω - e)`. -/
theorem fermion_matsubara {β : ℝ} (hβ : 0 < β) (e : ℝ) (n : ℤ) :
    I * (fermionFreq β n : ℂ) - e ≠ 0 ∧
      matsubara β (fermionFreq β n) (fun τ => (fermionG β e τ : ℂ))
        = 1 / (I * (fermionFreq β n : ℂ) - e) := by
  have h := (fermion_transform_iff hβ (fermionFreq β n) e).mpr ⟨n, rfl⟩
  have hne := left_ne_zero_of_mul_eq_one h
  refine ⟨hne, ?_⟩
  rw [eq_div_iff hne]
  linear_combination h

/-- Matsubara Green's function of one bosonic level: for `β > 0`, `e ≠ 0` and `ω = 2nπ/β`,
`i ω - e` is nonzero and the transform of `G(τ)` equals `1 / (i ω - e)`. -/
theorem boson_matsubara {β e : ℝ} (hβ : 0 < β) (he : e ≠ 0) (n : ℤ) :
    I * (bosonFreq β n : ℂ) - e ≠ 0 ∧
      matsubara β (bosonFreq β n) (fun τ => (bosonG β e τ : ℂ))
        = 1 / (I * (bosonFreq β n : ℂ) - e) := by
  -- the phase over one period is `+1`
  have h0 : bosonFreq β n * β = 2 * (n : ℝ) * π := by
    have hdef : bosonFreq β n = 2 * (n : ℝ) * π / β := rfl
    exact (eq_div_iff hβ.ne').mp hdef
  have h1 : (bosonFreq β n : ℂ) * (β : ℂ) = 2 * (n : ℂ) * (π : ℂ) := by exact_mod_cast h0
  have hphase : Complex.exp (I * (bosonFreq β n : ℂ) * β) = 1 := by
    have h2 : I * (bosonFreq β n : ℂ) * β = (n : ℂ) * (2 * (π : ℂ) * I) := by
      linear_combination I * h1
    rw [h2, Complex.exp_int_mul_two_pi_mul_I]
  -- the normalisation `1 - exp(-β e)` does not vanish
  have hE1 : Real.exp (-β * e) ≠ 1 := fun h =>
    mul_ne_zero (neg_ne_zero.mpr hβ.ne') he (Real.exp_injective (h.trans Real.exp_zero.symm))
  have hD : (1 - (Real.exp (-β * e) : ℂ)) ≠ 0 := by
    refine sub_ne_zero.mpr fun h => hE1 (Complex.ofReal_injective ?_)
    rw [Complex.ofReal_one]
    exact h.symm
  have hint : ∀ τ : ℝ, Complex.exp (I * (bosonFreq β n : ℂ) * τ) * (bosonG β e τ : ℂ)
      = (-(1 - (Real.exp (-β * e) : ℂ))⁻¹)
          * (Complex.exp (I * (bosonFreq β n : ℂ) * τ) * (Real.exp (-e * τ) : ℂ)) := by
    intro τ
    unfold bosonG
    simp only [Complex.ofReal_div, Complex.ofReal_neg, Complex.ofReal_sub, Complex.ofReal_one]
    ring
  have hgen := phase_decay_integral β (bosonFreq β n) e
  rw [hphase] at hgen
  have hinv := mul_inv_cancel₀ hD
  have h : (I * (bosonFreq β n : ℂ) - e)
      * matsubara β (bosonFreq β n) (fun τ => (bosonG β e τ : ℂ)) = 1 := by
    simp only [matsubara, hint]
    rw [intervalIntegral.integral_const_mul]
    linear_combination (-(1 - (Real.exp (-β * e) : ℂ))⁻¹) * hgen + hinv
  have hne := left_ne_zero_of_mul_eq_one h
  refine ⟨hne, ?_⟩
  rw [eq_div_iff hne]
  linear_combination h

/-- For a finite set of fermionic levels `ε k` with complex weights `c k`, the transform of the
weighted sum of Green's functions at a fermionic frequency is `∑ c k / (i ω - ε k)`. -/
theorem lehmann_sum {κ : Type*} {β : ℝ} (hβ : 0 < β) (s : Finset κ) (c : κ → ℂ) (ε : κ → ℝ)
    (n : ℤ) :
    matsubara β (fermionFreq β n) (fun τ => ∑ k ∈ s, c k * (fermionG β (ε k) τ : ℂ))
      = ∑ k ∈ s, c k / (I * (fermionFreq β n : ℂ) - ε k) := by
  have h : ∀ τ : ℝ, Complex.exp (I * (fermionFreq β n : ℂ) * τ)
        * ∑ k ∈ s, c k * (fermionG β (ε k) τ : ℂ)
      = ∑ k ∈ s, c k * (Complex.exp (I * (fermionFreq β n : ℂ) * τ)
        * (fermionG β (ε k) τ : ℂ)) := by
    intro τ
    rw [Finset.mul_sum]
    exact Finset.sum_congr rfl fun k _ => by ring
  -- each term is continuous, so sum and integral commute
  have hint : ∀ k ∈ s, IntervalIntegrable
      (fun τ : ℝ => c k * (Complex.exp (I * (fermionFreq β n : ℂ) * τ)
        * (fermionG β (ε k) τ : ℂ))) MeasureTheory.volume 0 β := by
    intro k _
    apply Continuous.intervalIntegrable
    simp only [fermionG, div_eq_mul_inv]
    fun_prop
  simp only [matsubara, h]
  rw [intervalIntegral.integral_finsetSum hint]
  refine Finset.sum_congr rfl fun k _ => ?_
  have hk := (fermion_matsubara hβ (ε k) n).2
  simp only [matsubara] at hk
  rw [intervalIntegral.integral_const_mul, hk, mul_one_div]

variable {ι : Type*} [Fintype ι] [DecidableEq ι]

/-- One-particle Hamiltonian `U diag(ε) U†` with unitary `U` and real level energies `ε`. -/
def hamiltonian (U : Matrix.unitaryGroup ι ℂ) (ε : ι → ℝ) : Matrix ι ι ℂ :=
  U.val * diagonal (fun k => (ε k : ℂ)) * U.valᴴ

/-- Imaginary-time Green's matrix `U diag(G_k(τ)) U†` built from the single-level
fermionic Green's functions. -/
def greenMatrix (β : ℝ) (U : Matrix.unitaryGroup ι ℂ) (ε : ι → ℝ) (τ : ℝ) : Matrix ι ι ℂ :=
  U.val * diagonal (fun k => (fermionG β (ε k) τ : ℂ)) * U.valᴴ

/-- Entrywise transform of a matrix-valued imaginary-time function to frequency `w`. -/
def matsubaraMatrix (β w : ℝ) (G : ℝ → Matrix ι ι ℂ) : Matrix ι ι ℂ :=
  Matrix.of fun i j => matsubara β w (fun τ => G τ i j)

/-- At a fermionic frequency `ω`, the transform of the Green's matrix is
`U diag(1 / (i ω - ε k)) U†`. -/
theorem matsubaraMatrix_spectral {β : ℝ} (hβ : 0 < β) (U : Matrix.unitaryGroup ι ℂ)
    (ε : ι → ℝ) (n : ℤ) :
    matsubaraMatrix β (fermionFreq β n) (greenMatrix β U ε)
      = U.val * diagonal (fun k => 1 / (I * (fermionFreq β n : ℂ) - ε k)) * U.valᴴ := by
  ext i j
  have entry : ∀ d : ι → ℂ, (U.val * diagonal d * U.valᴴ) i j
      = ∑ k, (U.val i k * U.valᴴ k j) * d k := by
    intro d
    rw [Matrix.mul_apply]
    refine Finset.sum_congr rfl fun k _ => ?_
    rw [Matrix.mul_diagonal]
    ring
  simp only [matsubaraMatrix, Matrix.of_apply, greenMatrix, entry]
  refine (lehmann_sum hβ Finset.univ (fun k => U.val i k * U.valᴴ k j) ε n).trans ?_
  exact Finset.sum_congr rfl fun k _ => (mul_one_div _ _).symm

/-- If the complex energy `z` differs from every level `ε k`, then
`(z - H) U diag(1 / (z - ε k)) U† = 1`. -/
theorem resolvent_spectral (U : Matrix.unitaryGroup ι ℂ) (ε : ι → ℝ) (z : ℂ)
    (hz : ∀ k, z - ε k ≠ 0) :
    (z • (1 : Matrix ι ι ℂ) - hamiltonian U ε)
      * (U.val * diagonal (fun k => 1 / (z - ε k)) * U.valᴴ) = 1 := by
  have hU : U.val * U.valᴴ = 1 := Matrix.mem_unitaryGroup_iff.mp U.2
  have hU' : U.valᴴ * U.val = 1 := Matrix.mem_unitaryGroup_iff'.mp U.2
  have hd : diagonal (fun k => z - (ε k : ℂ))
      = z • (1 : Matrix ι ι ℂ) - diagonal (fun k => (ε k : ℂ)) := by
    ext i j
    simp only [Matrix.sub_apply, Matrix.smul_apply, Matrix.diagonal_apply, Matrix.one_apply,
      smul_eq_mul]
    split_ifs <;> simp
  -- `z - H` is diagonal in the basis given by `U`
  have h1 : z • (1 : Matrix ι ι ℂ) - hamiltonian U ε
      = U.val * diagonal (fun k => z - (ε k : ℂ)) * U.valᴴ := by
    rw [hamiltonian, hd, Matrix.mul_sub, Matrix.sub_mul, Matrix.mul_smul, Matrix.mul_one,
      Matrix.smul_mul, hU]
  have hprod : diagonal (fun k => z - (ε k : ℂ)) * diagonal (fun k => 1 / (z - (ε k : ℂ)))
      = (1 : Matrix ι ι ℂ) := by
    rw [Matrix.diagonal_mul_diagonal]
    ext i j
    simp only [Matrix.diagonal_apply, Matrix.one_apply]
    split_ifs
    · rw [one_div]
      exact mul_inv_cancel₀ (hz i)
    · rfl
  have hassoc : ∀ A B : Matrix ι ι ℂ, U.val * A * U.valᴴ * (U.val * B * U.valᴴ)
      = U.val * (A * (U.valᴴ * U.val) * B) * U.valᴴ := by
    intro A B
    simp only [Matrix.mul_assoc]
  rw [h1, hassoc, hU', Matrix.mul_one, hprod, Matrix.mul_one, hU]

/-- At a fermionic frequency `ω`, the transform `G` of the Green's matrix satisfies
`(i ω - H) G = 1` and equals the resolvent `(i ω - H)⁻¹`. -/
theorem matsubaraMatrix_eq_resolvent {β : ℝ} (hβ : 0 < β) (U : Matrix.unitaryGroup ι ℂ)
    (ε : ι → ℝ) (n : ℤ) :
    ((I * (fermionFreq β n : ℂ)) • (1 : Matrix ι ι ℂ) - hamiltonian U ε)
        * matsubaraMatrix β (fermionFreq β n) (greenMatrix β U ε) = 1 ∧
      matsubaraMatrix β (fermionFreq β n) (greenMatrix β U ε)
        = ((I * (fermionFreq β n : ℂ)) • (1 : Matrix ι ι ℂ) - hamiltonian U ε)⁻¹ := by
  have h : ((I * (fermionFreq β n : ℂ)) • (1 : Matrix ι ι ℂ) - hamiltonian U ε)
      * matsubaraMatrix β (fermionFreq β n) (greenMatrix β U ε) = 1 := by
    rw [matsubaraMatrix_spectral hβ]
    exact resolvent_spectral U ε _ fun k => (fermion_matsubara hβ (ε k) n).1
  exact ⟨h, (Matrix.inv_eq_right_inv h).symm⟩

end

end MatsubaraLevel
```

```lean
#print axioms MatsubaraLevel.fermionG_boundary
#print axioms MatsubaraLevel.fermion_matsubara
#print axioms MatsubaraLevel.boson_matsubara
#print axioms MatsubaraLevel.matsubaraMatrix_eq_resolvent
```

```
'MatsubaraLevel.fermionG_boundary' depends on axioms: [propext, Classical.choice, Quot.sound]
'MatsubaraLevel.fermion_matsubara' depends on axioms: [propext, Classical.choice, Quot.sound]
'MatsubaraLevel.boson_matsubara' depends on axioms: [propext, Classical.choice, Quot.sound]
'MatsubaraLevel.matsubaraMatrix_eq_resolvent' depends on axioms: [propext, Classical.choice, Quot.sound]
```

### Remarks on the statements

`fermion_matsubara` is the requested result: from `0 < β` alone, for every real `e` and integer `n`, $i\omega_n - e \neq 0$ and $\hat G(\omega_n) = 1/(i\omega_n - e)$. `fermion_transform_iff` settles the question about frequencies: $(iw - e)\hat G(w) = 1$ holds exactly when $w$ is a fermionic frequency. At $w = 0$, for example, `fermion_transform_general` gives $(1-E)/(1+E) = \tanh(\beta e/2)$, which is never $1$. At $\beta = 0$ the integral vanishes and the product is $0$ for every $w$.

`boson_matsubara` adds `e ≠ 0`; at $e = 0$ the denominator $1 - e^{-\beta e}$ vanishes, and for $n = 0$ so does $i\omega - e$. The theorem allows $e < 0$ as an integral identity, although a free bosonic level has a thermal state only for $e > 0$. `lehmann_sum` is linearity for arbitrary complex weights over a finite set; the Lehmann representation proper also obtains the weights and poles from many-body eigenstates.

`matsubaraMatrix_eq_resolvent` states that the transformed Green's matrix is a right inverse of $i\omega_n - H$ and equals its inverse. Lean assigns $0$ to $1/0$ and to the inverse of a singular matrix, and the first conjuncts of `fermion_matsubara`, `boson_matsubara` and `matsubaraMatrix_eq_resolvent` rule out that reading. The denominators in `lehmann_sum` and `matsubaraMatrix_spectral` are nonzero by the first conjunct of `fermion_matsubara` applied to each level, and those in `resolvent_spectral` by the hypothesis `hz`.

The following are standard but left unproved in the file: the antiperiodic extension $G(\tau - \beta) = -G(\tau)$, the inverse sum over frequencies, the fact that every Hermitian matrix has the form `hamiltonian U ε`, and the identity of `greenMatrix` with $-e^{-\tau H}(1 + e^{-\beta H})^{-1}$. Interactions, a self-energy, an overlap matrix and continuous spectra are not modelled.

### Remarks on the proof

In `phase_decay_integral`, `key` and `hend` merge the two exponentials, `generalize` names the rate `c`, and `by_cases hc : c = 0` separates the two cases, the nonzero one using `integral_exp_mul_complex`. In `fermion_transform_general`, `hint` pulls the constant $-1/(1+E)$ out of the integrand and `linear_combination` multiplies the previous identity by it.

`phase_eq_neg_one_iff` rewrites $-1$ as $e^{i\pi}$ and applies `Complex.exp_eq_exp_iff_exists_int`, which says that equal exponentials have arguments differing by $2\pi i n$; cancelling $i$ leaves the real equation $w\beta = (2n+1)\pi$. `fermion_transform_iff` clears the denominator with `hD` and cancels $E$ with `hE'`. The main theorem then reads $i\omega_n - e \ne 0$ off the product through `left_ne_zero_of_mul_eq_one`. `boson_matsubara` repeats these steps with `hphase` for the phase $+1$ and `hE1` for $E \neq 1$. `fermionG_boundary` stands apart and is not used by the later theorems.

In `lehmann_sum`, continuity of each term gives integrability on $[0,\beta]$, which `intervalIntegral.integral_finsetSum` needs to exchange sum and integral. `matsubaraMatrix_spectral` applies it with weights `U.val i k * U.valᴴ k j` from the entry formula `entry`. In `resolvent_spectral`, `h1` diagonalises $z - H$, `hassoc` brings $U^\dagger U$ together, and `hprod` multiplies the two diagonals to the identity. The last theorem supplies `hz` from the first half of `fermion_matsubara`, and `Matrix.inv_eq_right_inv` identifies the right inverse of a square matrix with its inverse.
